# All positive-frequency modes of a uniformly scaled inverse-power crystal share one Grüneisen parameter

I compress a model crystal uniformly, with atoms that repel with a pair energy proportional to r^(-12), and its vibrational frequencies rise. The Grüneisen parameter γ = −d ln ω / d ln V measures how fast a frequency ω rises as the volume V shrinks, and in most crystals it differs from mode to mode. Here a scaling estimate gives 7/3 for all of them. What bothers me is that I never followed a polarisation vector. If modes are degenerate, or if branches cross on compression, can I still assign this value to each branch?

## Scaling fixes the ratios of the frequencies

Yes, if each branch is continuous in V and its frequency is positive. All squared frequencies are multiplied by the same factor, so branches that differ at one volume never meet, and a degeneracy does no harm.

Let x list the N coordinates of the atoms, and let the energy U be twice continuously differentiable on an open set Ω that is closed under positive scaling. For a real exponent n and every s > 0, suppose that

U(sx) = s^(-n) U(x).

Differentiate both sides with respect to x. The chain rule gives s ∇U(sx) = s^(-n) ∇U(x), so

∇U(sx) = s^(-n-1) ∇U(x).

A second differentiation gives the force constants Φ, the matrix of second derivatives:

Φ(sx) = s^(-n-2) Φ(x).

A mode at x is a nonzero displacement e with Φ(x)e = ω² m e, where ω ≥ 0 and m is the diagonal matrix of positive masses. Then

Φ(sx)e = s^(-n-2) ω² m e = (s^(-(n+2)/2) ω)² m e.

The same displacement is therefore a mode at sx, with frequency s^(-(n+2)/2) ω.

Now take a continuous branch ω(V), with V = s^d in units of the volume at x, where d ≥ 1 is the dimension. It may pick any mode at each volume. Scale its value at rx back to x by the factor 1/r:

f(r) = r^((n+2)/2) ω(r^d).

Each f(r) is a mode frequency at x. There are at most N of these, because ω² is an eigenvalue of the N × N matrix m⁻¹Φ(x). A continuous function on r > 0 with finitely many values is constant, by the intermediate value theorem. Hence f(s) = f(1) = ω(1), and

ω(s^d) = s^(-(n+2)/2) ω(1),
ω(V) = V^(-(n+2)/(2d)) ω(1).

If ω is positive at one volume, then ω(1) > 0 and the logarithm can be taken:

ln ω(V) = −((n+2)/(2d)) ln V + ln ω(1),
γ = (n+2)/(2d).

For n = 12 and d = 3 this is 14/6 = 7/3, your value.

The smallest case has one coordinate x > 0, U = x^(-n) and d = 1. Then U″ = n(n+1) x^(-n-2), and for n > 0 the frequency is √(n(n+1)/m) x^(-(n+2)/2), so γ = (n+2)/2. At n = −2 the energy is x², the frequency is the constant √(2/m), and γ = 0.

## What is assumed about the crystal and its branches

In the Lean code, `IsInversePower U Ω n` collects the conditions on the energy. Coordinates are labelled by a finite type `ι`, and `forceConstants` is the second Fréchet derivative evaluated on pairs of coordinate unit vectors. `IsMode U m x ω e` is the mode equation. Its `m` has one entry per coordinate, so an atom's mass is repeated for each of its directions. Its `e` is an actual displacement of any nonzero length, whereas many textbooks use a normalised, mass-weighted polarisation vector.

The theorem `gruneisen_parameter` takes positive masses, a configuration `x` in `Ω`, an integer `d` ≥ 1 and a function `ω` that is continuous on positive volumes. The hypothesis `hω` says that for every `s` > 0 the number `ω (s ^ d)` is the frequency of some mode at `s • x`; the displacement may depend on `s`. The conclusion, at each `V` > 0 with `ω V` > 0, is `HasGruneisen ω ((n + 2) / (2 * d)) V`: the derivative of ln ω with respect to ln V exists and equals −(n+2)/(2d). Without some condition that ties neighbouring volumes together, `ω` could jump between two mode frequencies and have no derivative there.

Directions of negative curvature have no real frequency and so give no modes. Mechanical equilibrium is not assumed either, and this is where a real crystal needs one more step. Repelling atoms are held together by walls or by periodic images, while `U` depends on a finite list of coordinates only. With periodic images, the energy per cell E(x, L) also depends on the cell vectors L. For n > d its lattice sum converges and E(sx, sL) = s^(-n) E(x, L). Two derivatives in x at fixed L then give force constants with the same factor s^(-n-2), so the argument above carries over to vibrations that repeat from cell to cell, provided the cell scales with the atoms. The Lean theorem does not include this case.

The last theorem, `isInversePower_witness`, shows that inverse-power pair energies meet the conditions wherever distinct atoms are at positive distance. `pairEnergy` sums over ordered pairs, so two atoms i and j interact with total strength C(i,j) + C(j,i).

In quasi-harmonic simulations, (n+2)/(2d) is a known value to compare with mode Grüneisen parameters obtained from finite volume changes, for a pure inverse-power potential. A Lennard-Jones potential, with its two powers, breaks the scaling. A plain cutoff at fixed length leaves the value intact as long as no pair crosses it during the volume change.

```lean
import Mathlib

open Matrix

namespace InversePowerCrystal

noncomputable section

variable {ι : Type*} [Fintype ι]

/-- The energy `U` is twice continuously differentiable on the open set `Ω`, which is closed
under positive scaling, and `U (s x) = s ^ (-n) U x` there for every `s > 0`. -/
structure IsInversePower (U : (ι → ℝ) → ℝ) (Ω : Set (ι → ℝ)) (n : ℝ) : Prop where
  isOpen : IsOpen Ω
  smul_mem : ∀ s : ℝ, 0 < s → ∀ x ∈ Ω, s • x ∈ Ω
  smooth : ContDiffOn ℝ 2 U Ω
  scaling : ∀ s : ℝ, 0 < s → ∀ x ∈ Ω, U (s • x) = s ^ (-n) * U x

/-- If a field on an open cone is multiplied by `c` under scaling by `s > 0`, then its derivative
is multiplied by `c / s`, at each point `x` of the cone where the field is differentiable. -/
theorem derivative_scaling {G : Type*} [NormedAddCommGroup G] [NormedSpace ℝ G]
    {F : (ι → ℝ) → G} {Ω : Set (ι → ℝ)} (hΩ : IsOpen Ω)
    (hcone : ∀ s : ℝ, 0 < s → ∀ x ∈ Ω, s • x ∈ Ω) {c s : ℝ} (hs : 0 < s)
    (hF : ∀ y ∈ Ω, F (s • y) = c • F y) {x : ι → ℝ} (hx : x ∈ Ω)
    (hd : DifferentiableAt ℝ F x) :
    HasFDerivAt F ((c * s⁻¹) • fderiv ℝ F x) (s • x) := by
  have h1 : HasFDerivAt F (fderiv ℝ F x) (s⁻¹ • (s • x)) := by
    rw [inv_smul_smul₀ hs.ne']
    exact hd.hasFDerivAt
  have h2 : HasFDerivAt (fun y : ι → ℝ => s⁻¹ • y)
      (s⁻¹ • ContinuousLinearMap.id ℝ (ι → ℝ)) (s • x) :=
    (s⁻¹ • ContinuousLinearMap.id ℝ (ι → ℝ)).hasFDerivAt
  -- near `s x` the field equals `c F (y / s)`
  have h4 := ((h1.comp (s • x) h2).const_smul c).congr_of_eventuallyEq (f₁ := F) (by
    filter_upwards [hΩ.mem_nhds (hcone s hs x hx)] with y hy
    have h := hF (s⁻¹ • y) (hcone _ (inv_pos.2 hs) y hy)
    rw [smul_inv_smul₀ hs.ne'] at h
    exact h)
  have heq : (c * s⁻¹) • fderiv ℝ F x =
      c • (fderiv ℝ F x).comp (s⁻¹ • ContinuousLinearMap.id ℝ (ι → ℝ)) := by
    apply ContinuousLinearMap.ext
    intro v
    simp [mul_smul]
  rw [heq]
  exact h4

variable {U : (ι → ℝ) → ℝ} {Ω : Set (ι → ℝ)} {n : ℝ}

/-- For `s > 0` and `x` in `Ω`, the first derivative of an inverse-power energy exists at `s x` and
is `s ^ (-n - 1)` times the one at `x`. -/
theorem gradient_scaling (h : IsInversePower U Ω n) {s : ℝ} (hs : 0 < s)
    {x : ι → ℝ} (hx : x ∈ Ω) :
    HasFDerivAt U (s ^ (-n - 1) • fderiv ℝ U x) (s • x) := by
  have hd : DifferentiableAt ℝ U x :=
    (h.smooth.contDiffAt (h.isOpen.mem_nhds hx)).differentiableAt (by norm_num)
  have h1 := derivative_scaling h.isOpen h.smul_mem hs (h.scaling s hs) hx hd
  rwa [← div_eq_mul_inv, ← Real.rpow_sub_one hs.ne'] at h1

/-- For `s > 0` and `x` in `Ω`, the second derivative of an inverse-power energy exists at `s x` and
is `s ^ (-n - 2)` times the one at `x`. -/
theorem hessian_scaling (h : IsInversePower U Ω n) {s : ℝ} (hs : 0 < s)
    {x : ι → ℝ} (hx : x ∈ Ω) :
    HasFDerivAt (fderiv ℝ U) (s ^ (-n - 2) • fderiv ℝ (fderiv ℝ U) x) (s • x) := by
  have hc : ContDiffAt ℝ 1 (fderiv ℝ U) x :=
    (h.smooth.contDiffAt (h.isOpen.mem_nhds hx)).fderiv_right (by norm_num)
  have h1 := derivative_scaling h.isOpen h.smul_mem hs
    (fun y hy => (gradient_scaling h hs hy).fderiv) hx (hc.differentiableAt (by norm_num))
  rw [← div_eq_mul_inv, ← Real.rpow_sub_one hs.ne'] at h1
  have he : -n - 1 - 1 = -n - 2 := by ring
  rwa [he] at h1

variable [DecidableEq ι]

/-- The force-constant matrix: second derivatives of the energy in the coordinates. -/
def forceConstants (U : (ι → ℝ) → ℝ) (x : ι → ℝ) : Matrix ι ι ℝ :=
  Matrix.of fun i j => fderiv ℝ (fderiv ℝ U) x (Pi.single i 1) (Pi.single j 1)

/-- A harmonic mode at configuration `x`: a nonzero displacement `e` and a frequency `ω ≥ 0`
with `Φ e = ω² m e`, where `Φ` is the force-constant matrix and `m` lists the masses. -/
structure IsMode (U : (ι → ℝ) → ℝ) (m x : ι → ℝ) (ω : ℝ) (e : ι → ℝ) : Prop where
  nonneg : 0 ≤ ω
  ne_zero : e ≠ 0
  eqn : ∀ i, (forceConstants U x *ᵥ e) i = m i * ω ^ 2 * e i

/-- Scaling an inverse-power crystal by `s > 0` keeps each mode displacement and multiplies its
frequency by `s ^ (-(n + 2) / 2)`. -/
theorem mode_scaling (h : IsInversePower U Ω n) {s : ℝ} (hs : 0 < s) {m x e : ι → ℝ}
    (hx : x ∈ Ω) {ω : ℝ} (he : IsMode U m x ω e) :
    IsMode U m (s • x) (s ^ (-(n + 2) / 2) * ω) e := by
  refine ⟨mul_nonneg (Real.rpow_nonneg hs.le _) he.nonneg, he.ne_zero, fun i => ?_⟩
  have hΦ : forceConstants U (s • x) = s ^ (-n - 2) • forceConstants U x := by
    ext i j
    simp [forceConstants, (hessian_scaling h hs hx).fderiv]
  have hp : (s ^ (-(n + 2) / 2)) ^ 2 = s ^ (-n - 2) := by
    rw [← Real.rpow_natCast, ← Real.rpow_mul hs.le]
    congr 1
    push_cast
    ring
  rw [hΦ, Matrix.smul_mulVec, Pi.smul_apply, smul_eq_mul, he.eqn i, mul_pow, hp]
  ring

/-- With positive masses, a configuration has only finitely many mode frequencies. -/
theorem finite_frequencies (U : (ι → ℝ) → ℝ) {m : ι → ℝ} (hm : ∀ i, 0 < m i) (x : ι → ℝ) :
    {ω : ℝ | ∃ e, IsMode U m x ω e}.Finite := by
  let D : Matrix ι ι ℝ := Matrix.of fun i j => forceConstants U x i j / m i
  have hfin : {μ : ℝ | D.charpoly.IsRoot μ}.Finite :=
    Polynomial.finite_setOfPred_isRoot D.charpoly_monic.ne_zero
  refine (hfin.image Real.sqrt).subset ?_
  rintro ω ⟨e, he⟩
  refine ⟨ω ^ 2, ?_, Real.sqrt_sq he.nonneg⟩
  -- a squared frequency is an eigenvalue of `D`
  have hD : D *ᵥ e = ω ^ 2 • e := by
    ext i
    have h1 : (D *ᵥ e) i = (forceConstants U x *ᵥ e) i / m i := by
      simp only [D, Matrix.mulVec, dotProduct, Matrix.of_apply, Finset.sum_div]
      exact Finset.sum_congr rfl fun j _ => by ring
    have h2 := (hm i).ne'
    rw [h1, he.eqn i, Pi.smul_apply, smul_eq_mul]
    field_simp
  change D.charpoly.eval (ω ^ 2) = 0
  rw [Matrix.eval_charpoly]
  refine Matrix.exists_mulVec_eq_zero_iff.1 ⟨e, he.ne_zero, ?_⟩
  rw [Matrix.sub_mulVec, hD]
  ext i
  simp [Matrix.scalar_apply]

/-- For an inverse-power energy on `Ω`, positive masses and `x` in `Ω`, a continuous branch `ω` of
mode frequencies, read at volume `s ^ d` for the configuration `s x` with `s > 0`, follows the power
law `ω (s ^ d) = s ^ (-(n + 2) / 2) ω 1`. -/
theorem branch_scaling (h : IsInversePower U Ω n) {m x : ι → ℝ} (hm : ∀ i, 0 < m i)
    (hx : x ∈ Ω) {d : ℕ} {ω : ℝ → ℝ} (hc : ContinuousOn ω (Set.Ioi 0))
    (hω : ∀ s : ℝ, 0 < s → ∃ e, IsMode U m (s • x) (ω (s ^ d)) e) {s : ℝ} (hs : 0 < s) :
    ω (s ^ d) = s ^ (-(n + 2) / 2) * ω 1 := by
  -- scale the branch back to the reference configuration
  let f : ℝ → ℝ := fun r => (r⁻¹) ^ (-(n + 2) / 2) * ω (r ^ d)
  have hmap : f '' Set.Ioi 0 ⊆ {ν : ℝ | ∃ e, IsMode U m x ν e} := by
    rintro _ ⟨r, hr, rfl⟩
    have hr' : 0 < r := hr
    obtain ⟨e, he⟩ := hω r hr'
    have h1 := mode_scaling h (inv_pos.2 hr') (h.smul_mem r hr' x hx) he
    rw [inv_smul_smul₀ hr'.ne'] at h1
    exact ⟨e, h1⟩
  have hinv : ContinuousOn (fun r : ℝ => r⁻¹) (Set.Ioi 0) :=
    continuousOn_id.inv₀ fun r hr => (Set.mem_Ioi.1 hr).ne'
  have hf : ContinuousOn f (Set.Ioi 0) :=
    (hinv.rpow_const fun r hr => Or.inl (inv_pos.2 (Set.mem_Ioi.1 hr)).ne').mul
      (hc.comp (continuous_pow d).continuousOn fun r hr => pow_pos (Set.mem_Ioi.1 hr) d)
  -- a connected set of finitely many frequencies is a single point
  have key : ∀ a ∈ f '' Set.Ioi 0, ∀ b ∈ f '' Set.Ioi 0, ¬ a < b := fun a ha b hb hab =>
    Set.Icc_infinite hab (((finite_frequencies U hm x).subset hmap).subset
      ((isPreconnected_Ioi.image f hf).Icc_subset ha hb))
  have m1 : f 1 ∈ f '' Set.Ioi 0 := ⟨1, Set.mem_Ioi.2 one_pos, rfl⟩
  have ms : f s ∈ f '' Set.Ioi 0 := ⟨s, hs, rfl⟩
  have hconst : f s = f 1 :=
    le_antisymm (not_lt.1 (key _ m1 _ ms)) (not_lt.1 (key _ ms _ m1))
  have hf1 : f 1 = ω 1 := by simp [f]
  have h1 : (s⁻¹) ^ (-(n + 2) / 2) * ω (s ^ d) = ω 1 := hconst.trans hf1
  rw [Real.inv_rpow hs.le] at h1
  rw [← h1, ← mul_assoc, mul_inv_cancel₀ (Real.rpow_pos_of_pos hs _).ne', one_mul]

/-- The frequency `ω`, a function of volume, has Grüneisen parameter `γ` at volume `V`:
`d ln ω / d ln V = -γ`. The domain is `V > 0` and `ω V > 0`. -/
def HasGruneisen (ω : ℝ → ℝ) (γ V : ℝ) : Prop :=
  HasDerivAt (fun t => Real.log (ω (Real.exp t))) (-γ) (Real.log V)

/-- In an inverse-power crystal with positive masses and volume `s ^ d`, `d ≥ 1`, at the
configuration `s x`, every continuous branch of mode frequencies has Grüneisen parameter
`(n + 2) / (2 d)` at each volume where its frequency is positive. -/
theorem gruneisen_parameter (h : IsInversePower U Ω n) {m x : ι → ℝ} (hm : ∀ i, 0 < m i)
    (hx : x ∈ Ω) {d : ℕ} (hd : 0 < d) {ω : ℝ → ℝ} (hc : ContinuousOn ω (Set.Ioi 0))
    (hω : ∀ s : ℝ, 0 < s → ∃ e, IsMode U m (s • x) (ω (s ^ d)) e)
    {V : ℝ} (hV : 0 < V) (hpos : 0 < ω V) :
    HasGruneisen ω ((n + 2) / (2 * d)) V := by
  have hd' : (d : ℝ) ≠ 0 := Nat.cast_ne_zero.2 hd.ne'
  -- the power law in logarithmic volume
  have hform : ∀ t, ω (Real.exp t) = Real.exp (-((n + 2) / (2 * d)) * t) * ω 1 := by
    intro t
    have h1 := branch_scaling h hm hx hc hω (Real.exp_pos (t / d))
    have h2 : (d : ℝ) * (t / d) = t := by field_simp
    have h3 : t / d * (-(n + 2) / 2) = -((n + 2) / (2 * d)) * t := by ring
    rwa [← Real.exp_nat_mul, h2, ← Real.exp_mul, h3] at h1
  have h1 : ω 1 ≠ 0 := by
    intro h0
    have h2 := hform (Real.log V)
    rw [Real.exp_log hV, h0, mul_zero] at h2
    exact hpos.ne' h2
  have heq : (fun t => Real.log (ω (Real.exp t))) =
      fun t => -((n + 2) / (2 * d)) * t + Real.log (ω 1) := by
    funext t
    rw [hform, Real.log_mul (Real.exp_pos _).ne' h1, Real.log_exp]
  unfold HasGruneisen
  rw [heq]
  exact (((hasDerivAt_id' (Real.log V)).const_mul _).add_const _).congr_deriv (mul_one _)

variable {α : Type*} [Fintype α] {d : ℕ}

/-- Squared distance between the atoms `p.1` and `p.2` in `d` dimensions. -/
def sqDist (p : α × α) (x : α × Fin d → ℝ) : ℝ := ∑ k, (x (p.1, k) - x (p.2, k)) ^ 2

/-- Sum of `C r ^ (-n)` over ordered pairs of distinct atoms at distance `r`, with a strength `C`
for each pair. The domain is the configurations in which no two atoms coincide. -/
def pairEnergy (C : α × α → ℝ) (n : ℝ) (x : α × Fin d → ℝ) : ℝ :=
  ∑ p ∈ (Finset.univ : Finset α).offDiag, C p * sqDist p x ^ (-n / 2)

/-- The inverse-power pair energy is an inverse-power energy on the set of configurations in
which distinct atoms are at positive distance. -/
theorem isInversePower_witness (C : α × α → ℝ) (n : ℝ) :
    IsInversePower (pairEnergy (d := d) C n)
      {x | ∀ p ∈ (Finset.univ : Finset α).offDiag, 0 < sqDist p x} n := by
  have hsm : ∀ p : α × α, ContDiff ℝ 2 (sqDist (d := d) p) := by
    intro p
    unfold sqDist
    fun_prop
  have hsc : ∀ (p : α × α) (s : ℝ) (x : α × Fin d → ℝ),
      sqDist p (s • x) = s ^ 2 * sqDist p x := by
    intro p s x
    simp only [sqDist, Pi.smul_apply, smul_eq_mul, Finset.mul_sum]
    exact Finset.sum_congr rfl fun k _ => by ring
  refine ⟨?_, ?_, ?_, ?_⟩
  · have hset : {x : α × Fin d → ℝ | ∀ p ∈ (Finset.univ : Finset α).offDiag, 0 < sqDist p x} =
        ⋂ p ∈ (Finset.univ : Finset α).offDiag, {x | 0 < sqDist p x} := by
      ext x
      simp only [Set.mem_ofPred_eq, Set.mem_iInter]
    rw [hset]
    exact isOpen_biInter_finset fun p _ => isOpen_lt continuous_const (hsm p).continuous
  · intro s hs x hx p hp
    rw [hsc]
    exact mul_pos (pow_pos hs 2) (hx p hp)
  · unfold pairEnergy
    exact ContDiffOn.sum fun p hp => contDiffOn_const.mul
      ((hsm p).contDiffOn.rpow_const_of_ne fun x hx => (hx p hp).ne')
  · intro s hs x hx
    simp only [pairEnergy, Finset.mul_sum]
    refine Finset.sum_congr rfl fun p hp => ?_
    have he : ((2 : ℕ) : ℝ) * (-n / 2) = -n := by
      push_cast
      ring
    rw [hsc, Real.mul_rpow (sq_nonneg s) (hx p hp).le, ← Real.rpow_natCast s 2,
      ← Real.rpow_mul hs.le, he]
    ring

end

end InversePowerCrystal
```

```lean
#print axioms InversePowerCrystal.gruneisen_parameter
```

```
'InversePowerCrystal.gruneisen_parameter' depends on axioms: [propext, Classical.choice, Quot.sound]
```

## From the chain rule to the logarithmic derivative

`derivative_scaling` is the differentiation step for a general field F with F(sy) = c F(y). Near sx it writes F(y) as c F(y/s), which is legitimate because Ω is open, and the chain rule then gives the factor c/s. `gradient_scaling` applies this to `U`, and `hessian_scaling` applies it again to the derivative of `U`.

In `mode_scaling`, the step `hΦ` carries the scaling over to the force-constant matrix, and `hp` checks that the square of s^(-(n+2)/2) is s^(-n-2). The displacement `e` is left as it was.

`finite_frequencies` divides row i of the force constants by mᵢ to form `D`, which is m⁻¹Φ. Each squared frequency is a root of its characteristic polynomial. That polynomial is monic, hence nonzero, and has finitely many roots; their square roots include all the mode frequencies.

`branch_scaling` defines the same `f` as above. The step `hmap` uses `mode_scaling` with factor 1/r to show that its values are mode frequencies at `x`, and `hf` shows that it is continuous. In `key`, two values a < b would force the whole interval [a, b] into a finite set, which is impossible. So `f s` equals `f 1`, and solving for `ω (s ^ d)` gives the power law.

In `gruneisen_parameter`, the step `hform` puts s = exp(t/d) into that law, so that t = ln V. Positivity at `V` rules out ω(1) = 0, after which ln ω is a linear function of t and its slope is read off.

For the pair energy, the squared distance scales as s², and its power −n/2 therefore scales as s^(-n). Smoothness holds because that power is only taken of positive numbers.
